# A polynomial whose derivative solves the reduced associated Legendre equation need not solve Legendre's equation

With X = cos θ and c = l(l + 1), Legendre's equation, (1 − X²)p″ − 2Xp′ + cp = 0, governs the polar-angle part of a quantum state with orbital angular momentum l and m = 0. For order m ≥ 0, writing the polar-angle part as (1 − X²)^(m/2) u turns the associated Legendre equation into the reduced one, (1 − X²)u″ − 2(m + 1)Xu′ + (c − m(m + 1))u = 0. The declaration takes c = 2, which is l = 1, and the real polynomial p = X + 1. It states that u = p′ satisfies the reduced equation with m = 1, while the left-hand side of Legendre's equation for p itself equals 2, so p is not a solution. The attempt treats each half by unfolding the operator, working out the derivatives with `simp only`, and leaving the remaining algebra to `ring`.

Lean 4 with Mathlib refuses this proof:

```lean
import Mathlib

open Polynomial

namespace ConverseFails

noncomputable section

/-- The left-hand side of the Legendre equation, `(1 - X²) p'' - 2 X p' + c p`. -/
def legendreOp (c : ℝ) (p : ℝ[X]) : ℝ[X] :=
  (1 - X ^ 2) * derivative (derivative p) - 2 * X * derivative p + C c * p

/-- The left-hand side of the reduced associated Legendre equation of order `m`,
`(1 - X²) u'' - 2 (m + 1) X u' + (c - m (m + 1)) u`. -/
def reducedOp (c : ℝ) (m : ℕ) (u : ℝ[X]) : ℝ[X] :=
  (1 - X ^ 2) * derivative (derivative u) - 2 * ((m : ℝ[X]) + 1) * X * derivative u
    + (C c - (m : ℝ[X]) * ((m : ℝ[X]) + 1)) * u

/-- For `c = 2` the first derivative of `X + 1` satisfies the reduced equation of order one,
while the Legendre expression of `X + 1` equals `2`. -/
theorem converse_fails :
    reducedOp 2 1 (derivative (X + 1)) = 0 ∧ legendreOp 2 (X + 1) = 2 := by
  have hC : C (2 : ℝ) = (2 : ℝ[X]) := map_ofNat C 2
  constructor
  · simp only [reducedOp, derivative_add, derivative_X, derivative_one, add_zero, hC,
      Nat.cast_one]
    ring
  · simp only [legendreOp, derivative_add, derivative_X, derivative_one, add_zero, hC]
    ring

end

end ConverseFails
```

Compiling this gives:

```
Try this:
  [apply] ring_nf
  
  The `ring` tactic failed to close the goal. Use `ring_nf` to obtain a normal form.
    
  Note that `ring` works primarily in *commutative* rings. If you have a noncommutative ring, abelian group or module, consider using `noncomm_ring`, `abel` or `module` instead.
Main.lean:25:2: error: unsolved goals
case left
hC : C 2 = 2
⊢ -(X ^ 2 * derivative 0) + derivative 0 = 0
```

Diagnosis. The error is in the first half, where the reduced operator is applied to a polynomial that is already a derivative. The derivative of X + 1 is 1, the next is 0, and the second-derivative term of the operator needs one more, `derivative 0`. The `simp only` list has rules for the derivatives of a sum, of `X` and of `1`, but none for the derivative of `0`, so that term stays as it is.

`ring` does not know that differentiating zero gives zero. It treats `derivative 0` as an unknown quantity and can only rearrange the goal into `-(X ^ 2 * derivative 0) + derivative 0 = 0`, which it can't close. The suggestion to use `ring_nf` would not help, since that too only rearranges.

The repair adds `derivative_zero` to the list, which turns the leftover term into `0`, and `ring` then finishes. Moving `add_zero` to the next line is only layout. The second half needs no change, because it differentiates X + 1 only twice and never meets `derivative 0`.

The change, after which it compiles:

```diff
@@ -23,6 +23,6 @@
   have hC : C (2 : ℝ) = (2 : ℝ[X]) := map_ofNat C 2
   constructor
-  · simp only [reducedOp, derivative_add, derivative_X, derivative_one, add_zero, hC,
-      Nat.cast_one]
+  · simp only [reducedOp, derivative_add, derivative_X, derivative_one, derivative_zero,
+      add_zero, hC, Nat.cast_one]
     ring
   · simp only [legendreOp, derivative_add, derivative_X, derivative_one, add_zero, hC]
```
